# The square of the energy-projected spin matrix of a free Dirac particle: $(P\Sigma_kP)^2=\frac{m^2+p_k^2}{E^2}P$

**A.** Units are $\hbar=c=1$, and $k=0,1,2$ labels $x,y,z$ as in `Fin 3`. With the Pauli matrices $\sigma_k$, the Dirac representation has $\Sigma_k=\mathrm{diag}(\sigma_k,\sigma_k)$, $\beta=\mathrm{diag}(1,1,-1,-1)$, $\gamma_5$ with unit off-diagonal blocks, and $\alpha_k=\gamma_5\Sigma_k$. The spin operator meant here is $\Sigma_k/2$, one of several relativistic spin operators in use.

```lean
import Mathlib

open Matrix Complex

namespace ProjectedDiracSpin

noncomputable section

/-- Complex 4×4 matrices acting on Dirac spinors. -/
abbrev Mat4 := Matrix (Fin 4) (Fin 4) ℂ

/-- The matrices `α_k` in the Dirac representation. -/
def alpha : Fin 3 → Mat4 :=
  ![!![0, 0, 0, 1; 0, 0, 1, 0; 0, 1, 0, 0; 1, 0, 0, 0],
    !![0, 0, 0, -I; 0, 0, I, 0; 0, -I, 0, 0; I, 0, 0, 0],
    !![0, 0, 1, 0; 0, 0, 0, -1; 1, 0, 0, 0; 0, -1, 0, 0]]

/-- The matrix `β` in the Dirac representation. -/
def beta : Mat4 := !![1, 0, 0, 0; 0, 1, 0, 0; 0, 0, -1, 0; 0, 0, 0, -1]

/-- The matrix `γ5` in the Dirac representation. -/
def gamma5 : Mat4 := !![0, 0, 1, 0; 0, 0, 0, 1; 1, 0, 0, 0; 0, 1, 0, 0]

/-- The spin matrices `Σ_k = diag(σ_k, σ_k)`. -/
def spinMat : Fin 3 → Mat4 :=
  ![!![0, 1, 0, 0; 1, 0, 0, 0; 0, 0, 0, 1; 0, 0, 1, 0],
    !![0, -I, 0, 0; I, 0, 0, 0; 0, 0, 0, -I; 0, 0, I, 0],
    !![1, 0, 0, 0; 0, -1, 0, 0; 0, 0, 1, 0; 0, 0, 0, -1]]
```

For real vectors $p,n$ and real $m,E$, set $H=\alpha\cdot p+\beta m$ (`diracH`), $S=\Sigma\cdot n$ (`spin`), $B=(p\cdot n)\gamma_5+m\beta S$ (`axial`) and $P=(E+H)/(2E)$ (`proj`); `energy` is the root $\sqrt{p\cdot p+m^2}$.

```lean
/-- The free Dirac Hamiltonian `H = α·p + β m`. -/
def diracH (p : Fin 3 → ℝ) (m : ℝ) : Mat4 := ∑ k, (p k : ℂ) • alpha k + (m : ℂ) • beta

/-- The spin matrix `Σ·n` along a real vector `n`. -/
def spin (n : Fin 3 → ℝ) : Mat4 := ∑ k, (n k : ℂ) • spinMat k

/-- The matrix `B = (p·n) γ5 + m β Σ·n`. -/
def axial (p : Fin 3 → ℝ) (m : ℝ) (n : Fin 3 → ℝ) : Mat4 :=
  ((p ⬝ᵥ n : ℝ) : ℂ) • gamma5 + (m : ℂ) • (beta * spin n)

/-- The matrix `P = (E + H)/(2E)`. -/
def proj (E : ℝ) (p : Fin 3 → ℝ) (m : ℝ) : Mat4 :=
  (2 * (E : ℂ))⁻¹ • ((E : ℂ) • (1 : Mat4) + diracH p m)

/-- The relativistic energy `√(p·p + m²)`. -/
def energy (p : Fin 3 → ℝ) (m : ℝ) : ℝ := Real.sqrt (p ⬝ᵥ p + m ^ 2)
```

**Q.** Momentum is an operator, and here it is three numbers. Is this still the Dirac particle?

**A.** It is the free particle at one fixed momentum, where $H$ acts on four spinor components. Potentials, wave packets and other representations of the matrices are not covered.

**Q.** What makes $B$ the relevant matrix?

**A.** Three identities. From $\{\alpha_j,\alpha_k\}=2\delta_{jk}$, $\{\alpha_k,\beta\}=0$ and $\beta^2=1$ follows $H^2=p\cdot p+m^2$. Both $\gamma_5$ and $\beta$ commute with $\Sigma_k$, and $\{\Sigma_j,\Sigma_k\}=2\delta_{jk}$, so
$$\{H,S\}=\gamma_5\{\Sigma\cdot p,S\}+2m\beta S=2B.$$
Finally $\gamma_5^2=1$, $(\beta S)^2=n\cdot n$, and the cross term $m(p\cdot n)\{\gamma_5,\beta\}S$ vanishes, so $B^2=m^2\,n\cdot n+(p\cdot n)^2$. Lean bypasses the anticommutation rules: `ext` and `fin_cases` give sixteen entries, each a polynomial identity closed by `ring1`, using `Complex.I_sq` where needed.

```lean
set_option maxHeartbeats 400000 in
/-- `H² = p·p + m²`. -/
theorem diracH_sq (p : Fin 3 → ℝ) (m : ℝ) :
    diracH p m * diracH p m = ((p ⬝ᵥ p + m ^ 2 : ℝ) : ℂ) • (1 : Mat4) := by
  ext i j
  fin_cases i <;> fin_cases j <;>
    simp [diracH, alpha, beta, Matrix.mul_apply, Fin.sum_univ_four, Fin.sum_univ_three,
      dotProduct] <;>
    first | ring1 | (ring_nf; simp only [Complex.I_sq]; ring1)

set_option maxHeartbeats 400000 in
/-- The anticommutator of `H` with `Σ·n` is `2B`. -/
theorem anticomm (p : Fin 3 → ℝ) (m : ℝ) (n : Fin 3 → ℝ) :
    diracH p m * spin n + spin n * diracH p m = (2 : ℂ) • axial p m n := by
  ext i j
  fin_cases i <;> fin_cases j <;>
    simp [diracH, spin, axial, alpha, beta, gamma5, spinMat, Fin.sum_univ_three,
      dotProduct] <;>
    first | ring1 | (ring_nf; simp only [Complex.I_sq]; ring1)

set_option maxHeartbeats 400000 in
/-- `B² = m² n·n + (p·n)²`. -/
theorem axial_sq (p : Fin 3 → ℝ) (m : ℝ) (n : Fin 3 → ℝ) :
    axial p m n * axial p m n
      = ((m ^ 2 * (n ⬝ᵥ n) + (p ⬝ᵥ n) ^ 2 : ℝ) : ℂ) • (1 : Mat4) := by
  ext i j
  fin_cases i <;> fin_cases j <;>
    simp [spin, axial, beta, gamma5, spinMat, Matrix.mul_apply,
      Fin.sum_univ_four, Fin.sum_univ_three, dotProduct] <;>
    first | ring1 | (ring_nf; simp only [Complex.I_sq]; ring1)
```

**Q.** `proj` is defined for any $E$. Why should I call it an energy projector?

**A.** Under `hE`, $E^2=p\cdot p+m^2$, and `h0`, $E\neq0$, one has $HP=(EH+E^2)/(2E)=EP$, and likewise $PH=EP$. Then $P^2=(EP+HP)/(2E)=P$, which is the `calc` block, and $\operatorname{tr}H=0$ gives $\operatorname{tr}P=4E/(2E)=2$. These four facts are `proj_spec`, and they hold for either sign of $E$. Hermiticity of $P$ is neither stated nor used.

```lean
/-- For `E² = p·p + m²` and `E ≠ 0`: `HP = PH = EP`, `P² = P` and `tr P = 2`. -/
theorem proj_spec {E m : ℝ} {p : Fin 3 → ℝ} (hE : E ^ 2 = p ⬝ᵥ p + m ^ 2) (h0 : E ≠ 0) :
    diracH p m * proj E p m = (E : ℂ) • proj E p m ∧
    proj E p m * diracH p m = (E : ℂ) • proj E p m ∧
    proj E p m * proj E p m = proj E p m ∧ Matrix.trace (proj E p m) = 2 := by
  have hH : diracH p m * diracH p m = ((E : ℂ) ^ 2) • (1 : Mat4) := by
    rw [diracH_sq, ← hE, Complex.ofReal_pow]
  have hc : (E : ℂ) ≠ 0 := Complex.ofReal_ne_zero.mpr h0
  have h2 : 2 * (E : ℂ) ≠ 0 := mul_ne_zero two_ne_zero hc
  have h1 : diracH p m * proj E p m = (E : ℂ) • proj E p m := by
    simp only [proj, Matrix.mul_smul, Matrix.mul_add, Matrix.mul_one, hH]
    module
  refine ⟨h1, ?_, ?_, ?_⟩
  · simp only [proj, Matrix.smul_mul, Matrix.add_mul, Matrix.one_mul, hH]
    module
  · calc proj E p m * proj E p m
        = ((2 * (E : ℂ))⁻¹ • ((E : ℂ) • (1 : Mat4) + diracH p m)) * proj E p m := rfl
      _ = (2 * (E : ℂ))⁻¹ • ((E : ℂ) • proj E p m + diracH p m * proj E p m) := by
          rw [Matrix.smul_mul, Matrix.add_mul, Matrix.smul_mul, Matrix.one_mul]
      _ = proj E p m := by
          rw [h1, ← add_smul, smul_smul, ← two_mul, inv_mul_cancel₀ h2, one_smul]
  · have ht : Matrix.trace (diracH p m) = 0 := by
      simp [diracH, alpha, beta, Matrix.trace, Fin.sum_univ_four, Fin.sum_univ_three]
    rw [proj, Matrix.trace_smul, Matrix.trace_add, Matrix.trace_smul, Matrix.trace_one, ht]
    simp only [Fintype.card_fin, smul_eq_mul, add_zero, Nat.cast_ofNat]
    rw [inv_mul_eq_iff_eq_mul₀ h2]
    ring1
```

**Q.** I would write $S^2=n\cdot n$ and conclude $(PSP)^2=(n\cdot n)P$.

**A.** That drops the middle projector in $PSPSP$, a step that needs $S$ to commute with $P$. In general it is $B$ that commutes with $P$. Since $H^2$ is a scalar,
$$H(HS+SH)=H^2S+HSH=(HS+SH)H,$$
so $B$ commutes with $H$ (`hc`) and hence with $P$ (`hPB`). Between projectors $H$ becomes $E$, so $P(HS+SH)P=2E\,PSP$ (`h3`), while the same product is $2PBP=2BP$. Therefore $PSP=BP/E$.

```lean
/-- For `E² = p·p + m²` and `E ≠ 0`, `B` commutes with `P` and `P Σ·n P = B P / E`. -/
theorem projected_spin {E m : ℝ} {p : Fin 3 → ℝ} (hE : E ^ 2 = p ⬝ᵥ p + m ^ 2) (h0 : E ≠ 0)
    (n : Fin 3 → ℝ) :
    proj E p m * axial p m n = axial p m n * proj E p m ∧
    proj E p m * spin n * proj E p m = (E : ℂ)⁻¹ • (axial p m n * proj E p m) := by
  obtain ⟨hHP, hPH, hPP, -⟩ := proj_spec hE h0
  have hA := anticomm p m n
  -- since H² is a scalar, the anticommutator commutes with H
  have h : diracH p m * ((2 : ℂ) • axial p m n) = ((2 : ℂ) • axial p m n) * diracH p m := by
    rw [← hA]
    simp only [Matrix.mul_add, Matrix.add_mul, Matrix.mul_assoc]
    rw [← Matrix.mul_assoc (diracH p m) (diracH p m) (spin n), diracH_sq, Matrix.smul_mul,
      Matrix.mul_smul, Matrix.one_mul, Matrix.mul_one]
    exact add_comm _ _
  rw [Matrix.mul_smul, Matrix.smul_mul] at h
  have hc : diracH p m * axial p m n = axial p m n * diracH p m := by
    linear_combination (norm := module) (1 / 2 : ℂ) • h
  have hPB : proj E p m * axial p m n = axial p m n * proj E p m := by
    simp only [proj, Matrix.smul_mul, Matrix.mul_smul, Matrix.add_mul, Matrix.mul_add,
      Matrix.one_mul, Matrix.mul_one, hc]
  refine ⟨hPB, ?_⟩
  generalize proj E p m = P at *
  generalize diracH p m = H at *
  generalize axial p m n = B at *
  generalize spin n = S at *
  -- between projectors H may be replaced by E
  have h3 : P * (H * S + S * H) * P = (2 * (E : ℂ)) • (P * S * P) := by
    rw [Matrix.mul_add, Matrix.add_mul, ← Matrix.mul_assoc P H S, hPH,
      Matrix.mul_assoc P (S * H) P, Matrix.mul_assoc S H P, hHP]
    simp only [Matrix.smul_mul, Matrix.mul_smul, Matrix.mul_assoc]
    module
  rw [hA, Matrix.mul_smul, Matrix.smul_mul, hPB, Matrix.mul_assoc B P P, hPP] at h3
  have h4 : B * P = (E : ℂ) • (P * S * P) := by
    linear_combination (norm := module) (1 / 2 : ℂ) • h3
  rw [h4, smul_smul, inv_mul_cancel₀ (Complex.ofReal_ne_zero.mpr h0), one_smul]
```

Squaring, `key` is $BPBP=B^2P$, and `axial_sq` gives, for every real $n$,
$$(PSP)^2=\frac{m^2\,n\cdot n+(p\cdot n)^2}{E^2}\,P.$$

```lean
/-- For `E² = p·p + m²`, `E ≠ 0` of either sign, and any real `n`:
`(P Σ·n P)² = ((m² n·n + (p·n)²)/E²) P`. -/
theorem projected_spin_sq {E m : ℝ} {p : Fin 3 → ℝ} (hE : E ^ 2 = p ⬝ᵥ p + m ^ 2)
    (h0 : E ≠ 0) (n : Fin 3 → ℝ) :
    (proj E p m * spin n * proj E p m) ^ 2
      = (((m ^ 2 * (n ⬝ᵥ n) + (p ⬝ᵥ n) ^ 2) / E ^ 2 : ℝ) : ℂ) • proj E p m := by
  obtain ⟨hPB, h5⟩ := projected_spin hE h0 n
  obtain ⟨-, -, hPP, -⟩ := proj_spec hE h0
  have key : axial p m n * proj E p m * (axial p m n * proj E p m)
      = axial p m n * axial p m n * proj E p m := by
    rw [Matrix.mul_assoc (axial p m n) (proj E p m), ← Matrix.mul_assoc (proj E p m), hPB,
      Matrix.mul_assoc (axial p m n) (proj E p m), hPP, ← Matrix.mul_assoc]
  rw [pow_two (proj E p m * spin n * proj E p m), h5, Matrix.smul_mul, Matrix.mul_smul, key,
    axial_sq, Matrix.smul_mul, Matrix.one_mul, smul_smul, smul_smul]
  congr 1
  push_cast
  ring
```

**Q.** How does a matrix equation become a condition on directions?

**A.** Take $n\cdot n=1$ (`hn`) and call the coefficient $\lambda=(m^2+(p\cdot n)^2)/E^2$. The trace of $\lambda P=P$ is $2\lambda=2$, so $m^2+(p\cdot n)^2=E^2$, that is $(p\cdot n)^2=p\cdot p$. Lagrange's identity `lag`, $|p\times n|^2=(p\cdot p)(n\cdot n)-(p\cdot n)^2$, turns this into $|p\times n|^2=0$, and `dotProduct_self_eq_zero` gives `p ⨯₃ n = 0`. Conversely $p\times n=0$ gives $\lambda=1$.

```lean
/-- For `E² = p·p + m²`, `E ≠ 0` and a unit vector `n`, `(P Σ·n P)² = P` holds exactly
when `p × n = 0`. -/
theorem projected_spin_sq_eq_iff {E m : ℝ} {p n : Fin 3 → ℝ}
    (hE : E ^ 2 = p ⬝ᵥ p + m ^ 2) (h0 : E ≠ 0) (hn : n ⬝ᵥ n = 1) :
    (proj E p m * spin n * proj E p m) ^ 2 = proj E p m ↔ p ⨯₃ n = 0 := by
  obtain ⟨-, -, -, htr⟩ := proj_spec hE h0
  have hE2 : E ^ 2 ≠ 0 := pow_ne_zero 2 h0
  -- Lagrange's identity
  have lag : (p ⨯₃ n) ⬝ᵥ (p ⨯₃ n) = p ⬝ᵥ p * (n ⬝ᵥ n) - (p ⬝ᵥ n) ^ 2 := by
    simp [cross_apply, dotProduct, Fin.sum_univ_three]
    ring1
  rw [hn] at lag
  rw [projected_spin_sq hE h0, hn]
  constructor
  · intro h
    -- the trace turns c P = P into c = 1
    have ht := congrArg Matrix.trace h
    rw [Matrix.trace_smul, htr, smul_eq_mul] at ht
    have h1 := mul_right_cancel₀ (two_ne_zero' ℂ) (ht.trans (one_mul 2).symm)
    rw [Complex.ofReal_eq_one, div_eq_one_iff_eq hE2] at h1
    apply dotProduct_self_eq_zero.mp
    rw [lag]
    linarith
  · intro h
    rw [h, dotProduct_zero] at lag
    have h1 : m ^ 2 * 1 + (p ⬝ᵥ n) ^ 2 = E ^ 2 := by linarith
    rw [h1, div_self hE2, Complex.ofReal_one, one_smul]
```

**Q.** Is `hn` doing any work?

**A.** Yes. Take $p=0$, $m=E=1$, $n=(0,0,2)$. Then $p\times n=0$, but $P=\mathrm{diag}(1,1,0,0)$, $PSP=\mathrm{diag}(2,-2,0,0)$, and the square is $4P$.

**Q.** And the statement for a coordinate axis?

**A.** `projected_spin_axis` fixes $E$ to `energy p m` and assumes it positive, which excludes only $p=0$ together with $m=0$. It says that $(P\Sigma_kP)^2=\frac{m^2+p_k^2}{E^2}P$, and that this equals $P$ exactly when $p_j=0$ for all $j\neq k$. This condition includes the particle at rest, $p=0$ with $m\neq0$. The proof gets `hE` from `Real.sq_sqrt` and takes $n$ to be the unit vector `Pi.single k 1`, for which $S=\Sigma_k$ (`hS`) and $p\cdot n=p_k$ (`hp`). It then checks for each $k$ that the cross product vanishes exactly when the two transverse components do.

```lean
/-- With `E = √(p·p + m²) > 0`: `(P Σ_k P)² = ((m² + p_k²)/E²) P`, and this equals `P`
exactly when the components `p_j` with `j ≠ k` vanish. -/
theorem projected_spin_axis {m : ℝ} {p : Fin 3 → ℝ} (h : 0 < energy p m) (k : Fin 3) :
    (proj (energy p m) p m * spinMat k * proj (energy p m) p m) ^ 2
      = (((m ^ 2 + p k ^ 2) / energy p m ^ 2 : ℝ) : ℂ) • proj (energy p m) p m ∧
    ((proj (energy p m) p m * spinMat k * proj (energy p m) p m) ^ 2 = proj (energy p m) p m
      ↔ ∀ j, j ≠ k → p j = 0) := by
  have hE : energy p m ^ 2 = p ⬝ᵥ p + m ^ 2 :=
    Real.sq_sqrt (add_nonneg (Finset.sum_nonneg fun i _ => mul_self_nonneg (p i)) (sq_nonneg m))
  have hS : spin (Pi.single k 1) = spinMat k := by
    rw [spin, Finset.sum_eq_single k]
    · simp
    · intro j _ hj
      simp [hj]
    · simp
  have hn : (Pi.single k 1 : Fin 3 → ℝ) ⬝ᵥ Pi.single k 1 = 1 := by simp
  have hp : p ⬝ᵥ Pi.single k 1 = p k := by simp
  rw [← hS]
  refine ⟨by rw [projected_spin_sq hE h.ne', hn, hp, mul_one], ?_⟩
  rw [projected_spin_sq_eq_iff hE h.ne' hn]
  have hk : ∀ j : Fin 3, j = 0 ∨ j = 1 ∨ j = 2 := by decide
  have h3 : ∀ Q : Fin 3 → Prop, (∀ j, Q j) ↔ Q 0 ∧ Q 1 ∧ Q 2 := fun Q =>
    ⟨fun h => ⟨h 0, h 1, h 2⟩, fun h j => by
      rcases hk j with rfl | rfl | rfl
      exacts [h.1, h.2.1, h.2.2]⟩
  rcases hk k with rfl | rfl | rfl <;> simp [cross_apply, funext_iff, h3] <;> tauto

end

end ProjectedDiracSpin
```

```lean
#print axioms ProjectedDiracSpin.projected_spin_axis
-- 'ProjectedDiracSpin.projected_spin_axis' depends on axioms: [propext, Classical.choice, Quot.sound]
```

**Q.** Give me numbers.

**A.** Take $m=3$ and $p=(4,0,0)$, so $E=5$ and $P=(5+4\alpha_0+3\beta)/10$. For $k=0$ the coefficient is $(9+16)/25=1$. For $k=2$, $B=3\beta\Sigma_2$, $P\Sigma_2P=\tfrac35\beta\Sigma_2P$, and the coefficient is $9/25$.

**Q.** Where would I meet this in practice?

**A.** For a free particle at fixed momentum, and with $E>0$, $P\Sigma_kP/2$ is the spin component restricted to positive-energy states, and its square there is $1/4$ only when the momentum has no component transverse to axis $k$. A program that builds $H$ and $P$ as $4\times4$ arrays can compare the square of $P\Sigma_kP$ with the coefficient times $P$. Diagonalising $P\Sigma_2P$ in the example should return $\pm3/5$ and two zeros; the Lean theorems fix the square, and that the two signs differ I take from the vanishing trace of $BP$, worked out on paper.
